# The Wulff set is closed and convex, with an energy test for redundant facets

When a crystal shape is built from a table of computed surface energies, some orientations can be struck off the list before the polyhedron is assembled, because their planes cut nothing away. With all normals taken as unit vectors, a facet may be struck off if its normal is a non-negative combination of other normals on the list and its energy is at least the same combination of their energies. For surface energies from electronic-structure calculations, this is a check on the geometry of the model shape, with the energies taken as given.

## Adding facet inequalities

Let $E$ be a real inner-product space, $S\subseteq E$ a set of facet normals and $\gamma$ a real function on $E$, the surface energy. The Wulff set is

$$W(S,\gamma)=\{x\in E : \langle n,x\rangle\le\gamma(n)\ \text{for all } n\in S\}.$$

For a unit normal, $\gamma(n)$ is the signed distance of the facet plane from the origin, so the constant relating energy to distance has been set to one. The set is defined by these inequalities; that it minimises surface energy at fixed volume is a different statement, which is not derived here.

Each inequality describes a closed half-space, since $x\mapsto\langle n,x\rangle$ is continuous, and an intersection of closed sets is closed. For convexity take $x,y\in W(S,\gamma)$ and $a,b\ge0$ with $a+b=1$. Then

$$\langle n,ax+by\rangle=a\langle n,x\rangle+b\langle n,y\rangle\le(a+b)\gamma(n)=\gamma(n).$$

Now let $n=\sum_i c_i m_i$ be a finite sum with $c_i\ge0$ and every $m_i$ in $S\setminus\{n\}$, and suppose $\sum_i c_i\gamma(m_i)\le\gamma(n)$. If $x$ satisfies all inequalities except possibly that of $n$, then

$$\langle n,x\rangle=\sum_i c_i\langle m_i,x\rangle\le\sum_i c_i\gamma(m_i)\le\gamma(n),$$

so it satisfies that one too. Deleting an inequality never removes points, hence $W(S\setminus\{n\},\gamma)=W(S,\gamma)$. With two terms, $n=an_1+bn_2$, the condition reads $a\gamma(n_1)+b\gamma(n_2)\le\gamma(n)$.

## The corner that a third facet can cut off

For three facets $n,n_1,n_2$ the condition is also necessary, provided $n_1,n_2$ are unit vectors, neither equal nor opposite. Put $c=\langle n_1,n_2\rangle$. From $\|n_1\mp n_2\|^2=2\mp2c>0$ we get $-1<c<1$. To find a point with $\langle n_1,x\rangle=g_1$ and $\langle n_2,x\rangle=g_2$, try $x=\alpha n_1+\beta n_2$:

$$\alpha+c\beta=g_1,\quad c\alpha+\beta=g_2,\qquad \alpha=\frac{g_1-cg_2}{1-c^2},\quad \beta=\frac{g_2-cg_1}{1-c^2}.$$

With $g_1=\gamma(n_1)$ and $g_2=\gamma(n_2)$ this corner lies in $W(\{n_1,n_2\},\gamma)$, and there $\langle n,x\rangle=a\gamma(n_1)+b\gamma(n_2)$. If adding $n$ changes nothing, the corner must survive, so this value is at most $\gamma(n)$. In three dimensions the two planes meet in a line, and the corner stands for one point of that edge; since $n$ is a combination of $n_1$ and $n_2$, $\langle n,x\rangle$ has the same value all along it.

For perpendicular $n_1,n_2$ of equal energy $g$, the diagonal unit normal is $n=\tfrac{\sqrt2}{2}(n_1+n_2)$, and the threshold is $\sqrt2\,g$. The normalisation matters here: writing the diagonal as $n_1+n_2$, which has length $\sqrt2$, while using the energy of the unit normal gives the threshold $2g$. For $g>0$, redundant facets with energies between $\sqrt2\,g$ and $2g$ would then be kept.

Finally, let $S$ be the set of all unit vectors, with $\gamma=g\ge0$ on all of them. If $\|x\|\le g$, Cauchy–Schwarz gives $\langle n,x\rangle\le\|x\|\le g$. Conversely, for $x\ne0$ in the Wulff set, the normal $n=x/\|x\|$ gives $\|x\|\le g$, and $x=0$ lies in the ball because $g\ge0$. The Wulff set is the closed ball of radius $g$.

## The Wulff set and removal of a facet in Lean

The space `E` may have any dimension, finite or infinite.

```lean
import Mathlib

namespace WulffConstruction

variable {E : Type*} [NormedAddCommGroup E] [InnerProductSpace ℝ E]
```

In the definition, `S` may be infinite and its members need not be unit vectors. The function `γ` is defined on all of `E`, but only its values on `S` matter. They may be negative, and the set may be empty or unbounded.

```lean
/-- The Wulff set of the facet normals `S` with surface energy `γ`: all points `x` with
`⟨n, x⟩ ≤ γ n` for every normal `n` in `S`. -/
def wulff (S : Set E) (γ : E → ℝ) : Set E :=
  {x | ∀ n ∈ S, inner ℝ n x ≤ γ n}
```

The first theorem rewrites the set as an intersection for closedness. For convexity it scales the two facet inequalities by `a` and `b`, and `linarith` adds them.

```lean
/-- The Wulff set is closed and convex, for any set of normals and any surface energy. -/
theorem wulff_closed_convex (S : Set E) (γ : E → ℝ) :
    IsClosed (wulff S γ) ∧ Convex ℝ (wulff S γ) := by
  constructor
  · -- an intersection of closed half-spaces
    have h : wulff S γ = ⋂ n ∈ S, {x : E | inner ℝ n x ≤ γ n} := by
      ext x
      simp [wulff]
    rw [h]
    exact isClosed_biInter fun n _ => isClosed_le (by fun_prop) continuous_const
  · intro x hx y hy a b ha hb hab n hn
    have h1 := mul_le_mul_of_nonneg_left (hx n hn) ha
    have h2 := mul_le_mul_of_nonneg_left (hy n hn) hb
    have h3 : a * γ n + b * γ n = γ n := by rw [← add_mul, hab, one_mul]
    rw [inner_add_right, real_inner_smul_right, real_inner_smul_right]
    linarith
```

The next lemma is the summed inequality. It moves the sum out of the inner product and compares term by term.

```lean
/-- Facet inequalities add up: on the Wulff set, a combination of normals in `S` with
non-negative weights obeys the inequality with the same combination of surface energies. -/
theorem inner_sum_le {ι : Type*} [Fintype ι] {S : Set E} {γ : E → ℝ} {m : ι → E} {c : ι → ℝ}
    (hm : ∀ i, m i ∈ S) (hc : ∀ i, 0 ≤ c i) {x : E} (hx : x ∈ wulff S γ) :
    inner ℝ (∑ i, c i • m i) x ≤ ∑ i, c i * γ (m i) := by
  rw [sum_inner]
  apply Finset.sum_le_sum
  intro i _
  rw [real_inner_smul_left]
  exact mul_le_mul_of_nonneg_left (hx _ (hm i)) (hc i)
```

In the removal theorem, `S \ {n}` is the list without the facet in question. The hypothesis `hm` places every `m i` there. If `n` itself were admitted, the trivial combination $n=1\cdot n$ would make every facet removable. The proof splits on whether the inequality to be checked belongs to `n`: if so, the lemma and `hγ` supply it; if not, it was already assumed.

```lean
/-- A normal that is a finite non-negative combination of other normals in `S`, and whose
surface energy is at least the same combination of theirs, can be removed from `S` without
changing the Wulff set. -/
theorem wulff_remove_of_sum {ι : Type*} [Fintype ι] {S : Set E} {γ : E → ℝ} {n : E}
    {m : ι → E} {c : ι → ℝ} (hm : ∀ i, m i ∈ S \ {n}) (hc : ∀ i, 0 ≤ c i)
    (hn : n = ∑ i, c i • m i) (hγ : ∑ i, c i * γ (m i) ≤ γ n) :
    wulff (S \ {n}) γ = wulff S γ := by
  apply Set.Subset.antisymm
  · intro x hx k hk
    by_cases h : k = n
    · -- the removed inequality follows from the remaining ones
      have h1 := inner_sum_le hm hc hx
      rw [← hn] at h1
      rw [h]
      exact h1.trans hγ
    · exact hx k ⟨hk, h⟩
  · intro x hx k hk
    exact hx k hk.1
```

The two-normal version applies this to the lists `![n₁, n₂]` and `![a, b]`.

```lean
/-- Redundant facet: if `n = a n₁ + b n₂` with `a, b ≥ 0` and `n₁, n₂` other normals in `S`,
and `γ n ≥ a γ n₁ + b γ n₂`, then removing `n` leaves the Wulff set unchanged. -/
theorem wulff_remove {S : Set E} {γ : E → ℝ} {n n₁ n₂ : E} {a b : ℝ}
    (h₁ : n₁ ∈ S \ {n}) (h₂ : n₂ ∈ S \ {n}) (ha : 0 ≤ a) (hb : 0 ≤ b)
    (hn : n = a • n₁ + b • n₂) (hγ : a * γ n₁ + b * γ n₂ ≤ γ n) :
    wulff (S \ {n}) γ = wulff S γ := by
  apply wulff_remove_of_sum (m := ![n₁, n₂]) (c := ![a, b])
  · exact Fin.forall_fin_two.2 ⟨h₁, h₂⟩
  · exact Fin.forall_fin_two.2 ⟨ha, hb⟩
  · rw [Fin.sum_univ_two]
    exact hn
  · rw [Fin.sum_univ_two]
    exact hγ
```

## Necessity, the diagonal facet and the ball

The corner lemma follows the $2\times2$ system above. Here `hm` and `hp` are the two positive squared norms, `hD` is the positive determinant $(1-c)(1+c)$, and each `linear_combination` verifies one of the two equations.

```lean
/-- Two facet planes whose unit normals are neither equal nor opposite have a common point,
whatever their distances `g₁`, `g₂` from the origin along the normals. -/
theorem exists_corner {n₁ n₂ : E} (h₁ : ‖n₁‖ = 1) (h₂ : ‖n₂‖ = 1)
    (hne : n₁ ≠ n₂) (hne' : n₁ ≠ -n₂) (g₁ g₂ : ℝ) :
    ∃ x : E, inner ℝ n₁ x = g₁ ∧ inner ℝ n₂ x = g₂ := by
  obtain ⟨c, hc⟩ : ∃ c : ℝ, inner ℝ n₁ n₂ = c := ⟨_, rfl⟩
  have hc' : inner ℝ n₂ n₁ = c := by rw [real_inner_comm, hc]
  -- the cosine `c` between the normals lies strictly between -1 and 1
  have hm : 0 < ‖n₁ - n₂‖ ^ 2 := pow_pos (norm_pos_iff.2 (sub_ne_zero.2 hne)) 2
  have hp : 0 < ‖n₁ + n₂‖ ^ 2 :=
    pow_pos (norm_pos_iff.2 fun h => hne' (eq_neg_of_add_eq_zero_left h)) 2
  rw [norm_sub_sq_real, h₁, h₂, hc] at hm
  rw [norm_add_sq_real, h₁, h₂, hc] at hp
  have hD : 0 < (1 - c) * (1 + c) := mul_pos (by linarith) (by linarith)
  have hk := mul_inv_cancel₀ hD.ne'
  -- solve the Gram system for the two coefficients
  refine ⟨((g₁ - c * g₂) * ((1 - c) * (1 + c))⁻¹) • n₁
    + ((g₂ - c * g₁) * ((1 - c) * (1 + c))⁻¹) • n₂, ?_, ?_⟩
  · rw [inner_add_right, real_inner_smul_right, real_inner_smul_right,
      real_inner_self_eq_norm_sq, h₁, hc]
    linear_combination g₁ * hk
  · rw [inner_add_right, real_inner_smul_right, real_inner_smul_right,
      real_inner_self_eq_norm_sq, h₂, hc']
    linear_combination g₂ * hk
```

The equivalence compares the shape from `{n, n₁, n₂}` with the shape from `{n₁, n₂}`. The identity `e` expands $\langle n,x\rangle$; the forward direction tests it at the corner, and the backward direction adds the two inequalities. The statement concerns these three facets only: in a longer list, another facet may already have cut off the corner, and then $n$ can be redundant below the threshold.

```lean
/-- Let `n = a n₁ + b n₂` with `a, b ≥ 0` and unit normals `n₁, n₂` neither equal nor opposite.
Adding the facet `n` to the facets `n₁, n₂` leaves the Wulff set unchanged if and only if
`γ n ≥ a γ n₁ + b γ n₂`. -/
theorem facet_redundant_iff {γ : E → ℝ} {n n₁ n₂ : E} {a b : ℝ}
    (h₁ : ‖n₁‖ = 1) (h₂ : ‖n₂‖ = 1) (hne : n₁ ≠ n₂) (hne' : n₁ ≠ -n₂)
    (ha : 0 ≤ a) (hb : 0 ≤ b) (hn : n = a • n₁ + b • n₂) :
    wulff {n, n₁, n₂} γ = wulff {n₁, n₂} γ ↔ a * γ n₁ + b * γ n₂ ≤ γ n := by
  have e : ∀ x : E, inner ℝ n x = a * inner ℝ n₁ x + b * inner ℝ n₂ x := by
    intro x
    rw [hn, inner_add_left, real_inner_smul_left, real_inner_smul_left]
  constructor
  · intro h
    -- test the inequality of `n` at the corner of the other two facets
    obtain ⟨x, e₁, e₂⟩ := exists_corner h₁ h₂ hne hne' (γ n₁) (γ n₂)
    have hx : x ∈ wulff {n₁, n₂} γ := by
      intro k hk
      rcases hk with hk | hk
      · rw [hk]
        exact e₁.le
      · rw [Set.mem_singleton_iff.1 hk]
        exact e₂.le
    rw [← h] at hx
    have h3 := hx n (Set.mem_insert _ _)
    rw [e x, e₁, e₂] at h3
    exact h3
  · intro h
    apply Set.Subset.antisymm
    · intro x hx k hk
      exact hx k (Set.mem_insert_of_mem _ hk)
    · intro x hx k hk
      rcases hk with hk | hk
      · have i₁ := mul_le_mul_of_nonneg_left (hx n₁ (Set.mem_insert _ _)) ha
        have i₂ := mul_le_mul_of_nonneg_left
          (hx n₂ (Set.mem_insert_of_mem _ (Set.mem_singleton _))) hb
        rw [hk, e x]
        linarith
      · exact hx k hk
```

For the diagonal facet, orthogonality rules out equal and opposite normals, and the equivalence is used with both weights equal to `Real.sqrt 2 / 2`.

```lean
/-- For two facets with perpendicular unit normals and equal surface energy `g`, the facet with the
diagonal unit normal between them leaves their Wulff set unchanged if and only if its surface energy
is at least `√2 g`. -/
theorem diagonal_facet_redundant_iff {γ : E → ℝ} {n n₁ n₂ : E} {g : ℝ}
    (h₁ : ‖n₁‖ = 1) (h₂ : ‖n₂‖ = 1) (h₀ : inner ℝ n₁ n₂ = 0)
    (hn : n = (Real.sqrt 2 / 2) • (n₁ + n₂)) (hg₁ : γ n₁ = g) (hg₂ : γ n₂ = g) :
    wulff {n, n₁, n₂} γ = wulff {n₁, n₂} γ ↔ Real.sqrt 2 * g ≤ γ n := by
  have hne : n₁ ≠ n₂ := by
    intro h
    rw [h, real_inner_self_eq_norm_sq, h₂] at h₀
    norm_num at h₀
  have hne' : n₁ ≠ -n₂ := by
    intro h
    rw [h, inner_neg_left, real_inner_self_eq_norm_sq, h₂] at h₀
    norm_num at h₀
  have ha : 0 ≤ Real.sqrt 2 / 2 := by positivity
  have hs : Real.sqrt 2 / 2 * g + Real.sqrt 2 / 2 * g = Real.sqrt 2 * g := by ring
  rw [facet_redundant_iff h₁ h₂ hne hne' ha ha (hn.trans (smul_add _ _ _)), hg₁, hg₂, hs]
```

In the isotropic case `Metric.sphere (0 : E) 1` is the set of all unit normals. The proof treats `x = 0` separately and otherwise uses the normal `‖x‖⁻¹ • x`; the other inclusion is Cauchy–Schwarz, `real_inner_le_norm`.

```lean
/-- For an isotropic surface energy `g ≥ 0` on all unit normals, the Wulff set is the closed
ball of radius `g` about the origin. -/
theorem wulff_isotropic {g : ℝ} (hg : 0 ≤ g) :
    wulff (Metric.sphere (0 : E) 1) (fun _ => g) = Metric.closedBall 0 g := by
  ext x
  rw [mem_closedBall_zero_iff]
  constructor
  · intro hx
    by_cases h0 : x = 0
    · rw [h0, norm_zero]
      exact hg
    · -- use the facet whose normal points towards `x`
      have hp : ‖x‖ ≠ 0 := norm_ne_zero_iff.2 h0
      have h : inner ℝ (‖x‖⁻¹ • x) x ≤ g := hx _ (by
        rw [mem_sphere_zero_iff_norm, norm_smul, norm_inv, norm_norm, inv_mul_cancel₀ hp])
      rw [real_inner_smul_left, real_inner_self_eq_norm_sq, pow_two, ← mul_assoc,
        inv_mul_cancel₀ hp, one_mul] at h
      exact h
  · intro hx n hn
    have h := real_inner_le_norm n x
    rw [mem_sphere_zero_iff_norm.1 hn, one_mul] at h
    exact h.trans hx

end WulffConstruction
```

```lean
#print axioms WulffConstruction.wulff_closed_convex
-- 'WulffConstruction.wulff_closed_convex' depends on axioms: [propext, Classical.choice, Quot.sound]
#print axioms WulffConstruction.wulff_remove
-- 'WulffConstruction.wulff_remove' depends on axioms: [propext, Classical.choice, Quot.sound]
#print axioms WulffConstruction.diagonal_facet_redundant_iff
-- 'WulffConstruction.diagonal_facet_redundant_iff' depends on axioms: [propext, Classical.choice, Quot.sound]
#print axioms WulffConstruction.wulff_isotropic
-- 'WulffConstruction.wulff_isotropic' depends on axioms: [propext, Classical.choice, Quot.sound]
```
